# A k-body fermion interaction counts k times in the Galitskii-Migdal energy sum rule

A Green's function calculation can turn the electron-removal spectrum into the electronic energy: take its first moment $S$, add the one-body energy $\langle T\rangle$ (kinetic energy plus external potential), and halve the result. The spectrum is summed over all modes, and each removal energy is counted as the energy before the removal minus the energy after it. The half is right for pair interactions, because they enter $S$ twice. If the interaction is a pure three-body force, it enters three times, and the energy is $(S+2\langle T\rangle)/3$.

Here $S=\sum_i\langle b_i(a_iH-Ha_i)\rangle$, where $H$ is the Hamiltonian and $a_i$ and $b_i$ annihilate and create a fermion in mode $i$. The counting is proved below for finitely many modes, as an algebraic identity for this commutator expression. Rewriting $S$ as a frequency integral over the spectral function is a separate step, which uses the equation of motion of $a_i$.

## Strings of operators

```lean
import Mathlib

open Matrix

namespace GalitskiiMigdalManyBody

noncomputable section

variable {ι R : Type*} [Ring R]
```

The type `ι` labels the modes, and `R` is a ring whose elements play the part of operators. Multiplication in `R` need not commute. No Hilbert space is assumed.

```lean
/-- The ordered product of the operators `x i` over a list of modes. -/
def opString (x : ι → R) (L : List ι) : R := (L.map x).prod
```

For a list $L=(i_1,\dots,i_r)$, `opString x L` is the product $x_{i_1}\cdots x_{i_r}$, in that order. The empty list gives $1$, and modes may repeat.

```lean
/-- In a family of mutually anticommuting operators, moving one member through a string of members
gives one factor of minus one for each operator in the string. -/
theorem mul_opString (x : ι → R) (h : ∀ i j, x i * x j + x j * x i = 0)
    (i : ι) (L : List ι) :
    x i * opString x L = ((-1 : ℤ) ^ L.length) • (opString x L * x i) := by
  induction L with
  | nil => simp [opString]
  | cons j L ih =>
    have hc : opString x (j :: L) = x j * opString x L := by simp [opString]
    have hij : x i * x j = -(x j * x i) := eq_neg_of_add_eq_zero_left (h i j)
    rw [hc, List.length_cons]
    calc x i * (x j * opString x L) = (x i * x j) * opString x L :=
          (mul_assoc _ _ _).symm
      _ = -(x j * (x i * opString x L)) := by rw [hij, neg_mul, mul_assoc]
      _ = ((-1 : ℤ) ^ (L.length + 1)) • (x j * opString x L * x i) := by
          rw [ih, mul_smul_comm, pow_succ, mul_neg_one, neg_smul, mul_assoc]
```

Suppose that $x_ix_j=-x_jx_i$ for all $i$ and $j$. The case $i=j$ is included and says $2x_i^2=0$, which holds for fermion annihilators but not for Pauli matrices. Writing $X_L$ for the string and $|L|$ for its length, the theorem says

$$x_iX_L=(-1)^{|L|}X_Lx_i .$$

By hand, $x_i$ passes the first factor with a minus sign, $x_ix_jX_L=-x_jx_iX_L$, and then passes the rest. The Lean proof is this argument as an induction on the list: `nil` is the empty string, `cons` adds one factor in front, and `ih` is the statement for the shorter string. The symbol `•` multiplies an operator by a number.

## The two sums over modes

```lean
variable [Fintype ι]

/-- The total number operator, the sum of `b i * a i` over all modes. -/
def numberOp (a b : ι → R) : R := ∑ i, b i * a i
```

From here on there are finitely many modes, and $N=\sum_i b_ia_i$ counts the particles.

```lean
/-- The operator in the energy sum rule: the sum over modes of
`b i` times the commutator of `a i` with `X`. -/
def removalSum (a b : ι → R) (X : R) : R := ∑ i, b i * (a i * X - X * a i)
```

This is the operator whose expectation value is $S$ when $X=H$. I write it as $\mathcal S(X)=\sum_i b_i(a_iX-Xa_i)$.

```lean
/-- The sum-rule operator depends linearly on the Hamiltonian. -/
theorem removalSum_linear [Algebra ℂ R] {κ : Type*} (a b : ι → R) (s : Finset κ)
    (c : κ → ℂ) (f : κ → R) :
    removalSum a b (∑ x ∈ s, c x • f x) = ∑ x ∈ s, c x • removalSum a b (f x) := by
  unfold removalSum
  simp_rw [Finset.smul_sum]
  rw [Finset.sum_comm]
  refine Finset.sum_congr rfl fun i _ => ?_
  rw [Finset.mul_sum, Finset.sum_mul, ← Finset.sum_sub_distrib, Finset.mul_sum]
  refine Finset.sum_congr rfl fun x _ => ?_
  rw [mul_smul_comm, smul_mul_assoc, ← smul_sub, mul_smul_comm]
```

With complex coefficients $c_x$ and operators $f_x$,

$$\mathcal S\Big(\sum_x c_xf_x\Big)=\sum_x c_x\,\mathcal S(f_x).$$

Products distribute over sums and numbers commute with operators. The proof exchanges the two finite sums and then compares them term by term.

```lean
variable [DecidableEq ι]

/-- The canonical anticommutation relations for annihilators `a` and creators `b`. -/
structure CAR (a b : ι → R) : Prop where
  annihilators : ∀ i j, a i * a j + a j * a i = 0
  creators : ∀ i j, b i * b j + b j * b i = 0
  mixed : ∀ i j, a i * b j + b j * a i = if i = j then 1 else 0
```

`CAR` collects the canonical anticommutation relations:

$$a_ia_j+a_ja_i=0,\qquad b_ib_j+b_jb_i=0,\qquad a_ib_j+b_ja_i=\delta_{ij}.$$

They are assumed, and they stand for Fermi statistics in an orthonormal set of modes. Nothing requires $b_i$ to be the adjoint of $a_i$.

## Counting the creators

```lean
variable {a b : ι → R}

/-- Commuting the number operator through a string of creators
adds the string once for each creator in it. -/
theorem numberOp_mul_creators (h : CAR a b) (L : List ι) :
    numberOp a b * opString b L
      = opString b L * numberOp a b + L.length • opString b L := by
  -- a single creator raises the particle number by one
  have one : ∀ j, numberOp a b * b j = b j * numberOp a b + b j := by
    intro j
    have key : ∀ i, b i * a i * b j = b j * (b i * a i) + if i = j then b i else 0 := by
      intro i
      have e : b i * a i * b j = b i * (a i * b j + b j * a i)
          - (b i * b j + b j * b i) * a i + b j * (b i * a i) := by noncomm_ring
      rw [e, h.mixed i j, h.creators i j]
      split_ifs <;> simp [add_comm]
    rw [numberOp, Finset.sum_mul, Finset.sum_congr rfl (fun i _ => key i),
      Finset.sum_add_distrib, ← Finset.mul_sum]
    simp
  induction L with
  | nil => simp [opString]
  | cons j L ih =>
    have hc : opString b (j :: L) = b j * opString b L := by simp [opString]
    rw [hc, List.length_cons]
    calc numberOp a b * (b j * opString b L)
        = (numberOp a b * b j) * opString b L := (mul_assoc _ _ _).symm
      _ = b j * (numberOp a b * opString b L) + b j * opString b L := by
          rw [one, add_mul, mul_assoc]
      _ = b j * opString b L * numberOp a b
          + (L.length + 1) • (b j * opString b L) := by
          rw [ih, mul_add, mul_smul_comm, succ_nsmul, mul_assoc, add_assoc]
```

Let $B$ be a string of $l$ creators. The claim is $NB=BN+lB$. For one creator,

$$b_ia_ib_j=b_i(\delta_{ij}-b_ja_i)=\delta_{ij}b_i+b_jb_ia_i,$$

and summing over $i$ gives $Nb_j=b_jN+b_j$. In Lean this is `one`. For a longer string,

$$Nb_jB=b_jNB+b_jB=b_j(BN+lB)+b_jB=b_jBN+(l+1)b_jB .$$

The `calc` block has the same steps. Within `one`, the equation `e` makes the anticommutators visible so that `CAR` can replace them; `noncomm_ring` checks that rearrangement without commuting any factors.

```lean
/-- For an even total number of operators, enclosing a normal-ordered string between `b i` and `a i`
and summing places the number operator between its creators and its annihilators. -/
theorem sum_sandwich (h : CAR a b) (L M : List ι) (he : Even (L.length + M.length)) :
    ∑ i, b i * (opString b L * opString a M) * a i
      = opString b L * numberOp a b * opString a M := by
  have hs : (-1 : ℤ) ^ L.length = (-1) ^ M.length := by
    rcases Nat.even_or_odd L.length with hl | hl
    · rw [hl.neg_one_pow, ((Nat.even_add.mp he).mp hl).neg_one_pow]
    · rw [hl.neg_one_pow, ((Nat.even_add'.mp he).mp hl).neg_one_pow]
  rw [numberOp, Finset.mul_sum, Finset.sum_mul]
  refine Finset.sum_congr rfl fun i _ => ?_
  calc b i * (opString b L * opString a M) * a i
      = (b i * opString b L) * (opString a M * a i) := by simp only [mul_assoc]
    _ = ((-1 : ℤ) ^ L.length) • (opString b L * b i * (opString a M * a i)) := by
        rw [mul_opString b h.creators i L, smul_mul_assoc]
    _ = opString b L * b i * (a i * opString a M) := by
        rw [mul_opString a h.annihilators i M, mul_smul_comm, hs]
    _ = opString b L * (b i * a i) * opString a M := by simp only [mul_assoc]
```

Let $A$ be a string of $m$ annihilators, with $l+m$ even. Then $(-1)^l=(-1)^m$, which is `hs`. Moving $b_i$ to the right through $B$ and $a_i$ to the left through $A$ gives

$$\sum_i b_iBAa_i=(-1)^{l+m}\sum_i Bb_ia_iA=BNA .$$

The hypothesis `he` states the evenness. Lean applies the sign rule once to each string and uses `hs` to match the signs.

```lean
/-- The sum rule multiplies a normal-ordered string with an even total number of
operators by its number of creators. -/
theorem removalSum_even (h : CAR a b) (L M : List ι) (he : Even (L.length + M.length)) :
    removalSum a b (opString b L * opString a M)
      = L.length • (opString b L * opString a M) := by
  have split : removalSum a b (opString b L * opString a M)
      = numberOp a b * (opString b L * opString a M)
        - ∑ i, b i * (opString b L * opString a M) * a i := by
    simp only [removalSum, numberOp, mul_sub, Finset.sum_sub_distrib, Finset.sum_mul,
      mul_assoc]
  rw [split, sum_sandwich h L M he, ← mul_assoc (numberOp a b),
    numberOp_mul_creators h, add_mul, smul_mul_assoc, add_sub_cancel_left]
```

With $W=BA$, the pieces combine:

$$\mathcal S(W)=NBA-\sum_i b_iBAa_i=(BN+lB)A-BNA=lW .$$

The step `split` is the first equality, and the final `rw` inserts the two preceding theorems and cancels $BNA$. Only creators are counted, so a pair-creation term $b_ib_j$ has weight two and a pair-annihilation term $a_ia_j$ has weight zero.

The same argument run from the other side gives a companion rule that counts annihilators. From $AN=NA+mA$ one finds

$$\sum_i(Wb_i-b_iW)a_i=BAN-BNA=mW .$$

```lean
/-- A product of `k` creators followed by `k` annihilators is counted `k` times
in the energy sum rule. -/
theorem removalSum_product (h : CAR a b) {k : ℕ} {L M : List ι}
    (hL : L.length = k) (hM : M.length = k) :
    ∑ i, b i * (a i * (opString b L * opString a M) - opString b L * opString a M * a i)
      = k • (opString b L * opString a M) := by
  have e := removalSum_even h L M ⟨k, by rw [hL, hM]⟩
  rw [hL] at e
  exact e
```

Now both strings have length $k$. The total $k+k$ is even, so the previous theorem applies and

$$\sum_i b_i(a_iW-Wa_i)=kW .$$

For $k=0$, $W=1$ and both sides vanish.

## From strings to Hamiltonians

```lean
variable [Algebra ℂ R]

/-- The `k`-body operator with matrix elements `v p q`, where `p` lists the created
and `q` the annihilated modes. -/
def bodyOp (a b : ι → R) (k : ℕ) (v : (Fin k → ι) → (Fin k → ι) → ℂ) : R :=
  ∑ x : (Fin k → ι) × (Fin k → ι),
    v x.1 x.2 • (opString b (List.ofFn x.1) * opString a (List.ofFn x.2))
```

`Fin k → ι` is the type of $k$-tuples of modes, numbered from $0$. The definition reads

$$V_k=\sum_{p,q}v_{pq}\,b_{p_0}\cdots b_{p_{k-1}}\,a_{q_0}\cdots a_{q_{k-1}} .$$

Both strings follow the order of the entries in their tuples. The usual prefactor, such as $\tfrac12$ for a pair interaction, and the sign from reversing the annihilators are absorbed in $v_{pq}$. The matrix elements need no symmetry.

```lean
/-- The sum rule counts every `k`-body operator `k` times. -/
theorem removalSum_bodyOp (h : CAR a b) (k : ℕ) (v : (Fin k → ι) → (Fin k → ι) → ℂ) :
    removalSum a b (bodyOp a b k v) = k • bodyOp a b k v := by
  rw [bodyOp, removalSum_linear, Finset.smul_sum]
  refine Finset.sum_congr rfl fun x _ => ?_
  have e := removalSum_product h (k := k) (L := List.ofFn x.1) (M := List.ofFn x.2)
    (by simp) (by simp)
  rw [removalSum, e]
  exact smul_comm _ _ _
```

Linearity reduces the claim to single strings, each of which gains a factor $k$. Hence $\mathcal S(V_k)=kV_k$.

```lean
/-- For a Hamiltonian with interactions of several orders, the sum rule weights
each `k`-body part by `k`. -/
theorem removalSum_hamiltonian (h : CAR a b) (s : Finset ℕ)
    (v : (k : ℕ) → (Fin k → ι) → (Fin k → ι) → ℂ) :
    removalSum a b (∑ k ∈ s, bodyOp a b k (v k)) = ∑ k ∈ s, k • bodyOp a b k (v k) := by
  have e := removalSum_linear a b s (fun _ => (1 : ℂ)) (fun k => bodyOp a b k (v k))
  simp only [one_smul] at e
  rw [e]
  exact Finset.sum_congr rfl fun k _ => removalSum_bodyOp h k (v k)
```

For $H=\sum_{k\in s}V_k$, with $s$ a finite set of orders,

$$\mathcal S(H)=\sum_{k\in s}kV_k .$$

With pair and three-body forces together, $S=\langle T\rangle+2\langle V_2\rangle+3\langle V_3\rangle$. Knowing $S$ and $\langle T\rangle$ then does not in general fix the energy; one more expectation value is needed.

```lean
/-- Galitskii-Migdal energy for a one-body part plus a `k`-body interaction: the energy
follows from the sum rule and the one-body expectation value, for any linear `φ`. -/
theorem galitskii_migdal (h : CAR a b) (φ : R →ₗ[ℂ] ℂ) {k : ℕ} (hk : k ≠ 0)
    (t : (Fin 1 → ι) → (Fin 1 → ι) → ℂ) (v : (Fin k → ι) → (Fin k → ι) → ℂ) :
    φ (bodyOp a b 1 t + bodyOp a b k v)
      = (φ (removalSum a b (bodyOp a b 1 t + bodyOp a b k v))
          + ((k : ℂ) - 1) * φ (bodyOp a b 1 t)) / k := by
  have hadd : ∀ X Y : R, removalSum a b (X + Y) = removalSum a b X + removalSum a b Y := by
    intro X Y
    simp only [removalSum, ← Finset.sum_add_distrib]
    exact Finset.sum_congr rfl fun i _ => by noncomm_ring
  have hk' : (k : ℂ) ≠ 0 := Nat.cast_ne_zero.mpr hk
  -- the one-body part is counted once, the interaction k times
  rw [hadd, removalSum_bodyOp h, removalSum_bodyOp h, one_smul, eq_div_iff hk']
  simp only [map_add, map_nsmul]
  rw [nsmul_eq_mul]
  ring
```

Here $T$ is one-body, $V$ is $k$-body with $k\neq0$, and `φ` is any complex linear functional on the operators. In an application it is the expectation value in a pure or thermal state, but neither positivity nor normalisation is used. Put $E=\varphi(T+V)$ and $S=\varphi(\mathcal S(T+V))$. Then

$$S=\varphi(T)+k\varphi(V),\qquad S+(k-1)\varphi(T)=k\big(\varphi(T)+\varphi(V)\big)=kE,$$

and therefore

$$E=\frac{S+(k-1)\varphi(T)}{k}.$$

In Lean, `hadd` splits the sum-rule operator over $T+V$, `eq_div_iff` multiplies through by $k$, and `ring` finishes the arithmetic. For electronic structure in a finite basis with pair interactions, $k=2$ gives the familiar half.

## Two modes as matrices

```lean
/-- Integer matrices of the annihilators of two fermionic modes. -/
def modeMatrix : Fin 2 → Matrix (Fin 4) (Fin 4) ℤ :=
  ![!![0, 0, 1, 0; 0, 0, 0, 1; 0, 0, 0, 0; 0, 0, 0, 0],
    !![0, 1, 0, 0; 0, 0, 0, 0; 0, 0, 0, -1; 0, 0, 0, 0]]
```

The matrices act on basis vectors $e_0,e_1,e_2,e_3$: the vacuum, mode $1$ occupied, mode $0$ occupied, and both occupied. The entry $-1$ is the fermionic sign in $a_1e_3=-e_2$.

```lean
/-- Annihilators of the two modes as complex matrices. -/
def twoModeA (i : Fin 2) : Matrix (Fin 4) (Fin 4) ℂ :=
  (Int.castRingHom ℂ).mapMatrix (modeMatrix i)
```

The integer entries are read as complex numbers, which gives $a_0$ and $a_1$.

```lean
/-- Creators of the two modes, built from the transposed integer matrices. -/
def twoModeB (i : Fin 2) : Matrix (Fin 4) (Fin 4) ℂ :=
  (Int.castRingHom ℂ).mapMatrix ((modeMatrix i)ᵀ)
```

The creators are the transposes. Since the entries are real, these are also the adjoints.

```lean
/-- The two-mode matrices satisfy the canonical anticommutation relations. -/
theorem car_witness : CAR twoModeA twoModeB := by
  -- the relations hold for the integer matrices
  have hA : ∀ i j, modeMatrix i * modeMatrix j + modeMatrix j * modeMatrix i = 0 := by
    decide +kernel
  have hB : ∀ i j, (modeMatrix i)ᵀ * (modeMatrix j)ᵀ
      + (modeMatrix j)ᵀ * (modeMatrix i)ᵀ = 0 := by
    decide +kernel
  have hAB : ∀ i j, modeMatrix i * (modeMatrix j)ᵀ + (modeMatrix j)ᵀ * modeMatrix i
      = if i = j then 1 else 0 := by
    decide +kernel
  -- a ring homomorphism carries them to the complex matrices
  let f : Matrix (Fin 4) (Fin 4) ℤ →+* Matrix (Fin 4) (Fin 4) ℂ :=
    (Int.castRingHom ℂ).mapMatrix
  refine ⟨fun i j => ?_, fun i j => ?_, fun i j => ?_⟩
  · have e := congrArg (fun X => f X) (hA i j)
    simp only [map_add, map_mul, map_zero] at e
    exact e
  · have e := congrArg (fun X => f X) (hB i j)
    simp only [map_add, map_mul, map_zero] at e
    exact e
  · have e := congrArg (fun X => f X) (hAB i j)
    simp only [map_add, map_mul] at e
    refine e.trans ?_
    split_ifs
    · exact map_one f
    · exact map_zero f

end

end GalitskiiMigdalManyBody
```

This confirms that the relations in `CAR` are satisfied by an actual pair of fermionic modes. `decide +kernel` computes all the integer matrix products, and the map `f` carries the resulting equations to complex matrices.

The same two modes give a small numerical instance. Take

$$H=b_0a_0+b_1a_1+4\,b_0b_1a_1a_0$$

in arbitrary energy units, in the normalised state $e_3$. Each particle contributes $1$ and the pair contributes $4$, so $\langle T\rangle=2$, $\langle V\rangle=4$ and $E=6$. Removing either particle leaves energy $1$, so each mode contributes $6-1=5$ to the sum rule and $S=10$. This agrees with $\langle T\rangle+2\langle V\rangle=2+8$, and the energy formula returns $(10+2)/2=6$.

```lean
#print axioms GalitskiiMigdalManyBody.removalSum_hamiltonian
#print axioms GalitskiiMigdalManyBody.galitskii_migdal
```

```
'GalitskiiMigdalManyBody.removalSum_hamiltonian' depends on axioms: [propext, Classical.choice, Quot.sound]
'GalitskiiMigdalManyBody.galitskii_migdal' depends on axioms: [propext, Classical.choice, Quot.sound]
```
